# The zero-mean potential of a periodically repeated charged sheet grows linearly with the cell length

A plane sheet of charge $s$ per area repeats at spacing $L>0$ in a uniform background that neutralizes it. On the cell $0\le x\le L$, with sheets at both ends, its periodic electrostatic potential with zero mean is, in Gaussian or atomic units,

$$\varphi(x)=2\pi s\left(\frac{x^2}{L}-x+\frac L6\right),$$

and no other function on the cell will do. The potential is $\pi sL/3$ at the sheet and $-\pi sL/6$ midway between sheets. For $s>0$, the potential energy of an electron at a fixed distance from the sheet therefore tends to $-\infty$ as $L$ grows.

In this rigid, one-dimensional model, that is the electrostatic origin of the divergence with vacuum thickness of levels in charged-slab supercells, when energies are measured from the cell average of the potential.

## The sheet and its background

In Lean 4 with Mathlib:

```lean
import Mathlib

open Set Filter Topology Real

namespace ChargedSheetPotential

noncomputable section

/-- `φ` is an electrostatic potential on the cell `[0, L]`, `L > 0`, of a periodically repeated
sheet of charge `s` per area at the cell ends: it is continuous, has equal end values, and obeys
Poisson's equation `φ'' = 4πs/L` of the neutralizing background inside. -/
structure IsCellPotential (s L : ℝ) (φ : ℝ → ℝ) : Prop where
  continuousOn : ContinuousOn φ (Icc 0 L)
  ends : φ 0 = φ L
  poisson : ∃ g : ℝ → ℝ, ∀ x ∈ Ioo 0 L,
    HasDerivAt φ (g x) x ∧ HasDerivAt g (4 * π * s / L) x
```

`IsCellPotential s L φ` is a proposition about a function `φ`, with three parts. The potential is continuous on the closed interval `Icc 0 L`, it has equal values at the two ends, and it obeys Poisson's equation on the open interval `Ioo 0 L`. The last part is stated through a function `g`, which is the derivative of `φ` and itself has derivative $4\pi s/L$.

The units are Gaussian, or atomic with the electron's charge equal to $-1$. The background density is $-s/L$, so $\varphi''=-4\pi\rho$ gives $+4\pi s/L$. The sheet's own charge needs no separate condition: the slope rises by $4\pi s$ across the cell, so in the periodically repeated potential it drops by $4\pi s$ at each sheet, as Gauss's law requires. The sheet is infinitely thin and uniform, and nothing responds to the field. Zero mean is kept out of the structure and appears later as a separate hypothesis. It stands for the common convention of setting the zero-wavevector component of the potential to zero.

```lean
/-- The parabola `2πs(x²/L - x + L/6)`, for `L ≠ 0`. -/
def sheetPotential (s L x : ℝ) : ℝ := 2 * π * s * (x ^ 2 / L - x + L / 6)
```

This names the candidate solution; so far nothing is claimed about it.

## Two integrations of Poisson's equation

```lean
/-- A potential that is continuous on `[a, b]`, `a < b`, and has no field inside takes the same
value at both ends. -/
theorem eq_of_field_zero {f : ℝ → ℝ} {a b : ℝ} (hab : a < b)
    (hc : ContinuousOn f (Icc a b)) (hd : ∀ x ∈ Ioo a b, HasDerivAt f 0 x) : f b = f a := by
  obtain ⟨c, _, h⟩ := exists_hasDerivAt_eq_slope f (fun _ => 0) hab hc hd
  have h' : (0 : ℝ) = (f b - f a) / (b - a) := h
  rw [eq_div_iff (sub_pos.2 hab).ne'] at h'
  linarith
```

If $f$ is continuous on $[a,b]$ and $f'=0$ inside, then $f(b)=f(a)$. By the mean value theorem some $c$ between $a$ and $b$ satisfies

$$0=f'(c)=\frac{f(b)-f(a)}{b-a}.$$

The line with `obtain` takes this $c$ from Mathlib; the rest clears the denominator.

```lean
/-- For `L > 0`, Poisson's equation and equal end values fix the potential in the cell up to
its value at the sheet. -/
theorem eq_up_to_constant {s L : ℝ} {φ : ℝ → ℝ} (hL : 0 < L) (h : IsCellPotential s L φ)
    {x : ℝ} (hx : x ∈ Icc 0 L) : φ x = φ 0 + 2 * π * s * (x ^ 2 / L - x) := by
  obtain ⟨g, hg⟩ := h.poisson
  -- first integration: the slope is linear
  have hG : ∀ y ∈ Ioo 0 L, HasDerivAt (fun y => g y - 4 * π * s / L * y) 0 y := by
    intro y hy
    have h1 := (hg y hy).2.fun_sub ((hasDerivAt_id' y).const_mul (4 * π * s / L))
    exact h1.congr_deriv (by ring)
  have hconst : ∀ a ∈ Ioo 0 L, ∀ b ∈ Ioo 0 L, a < b →
      g b - 4 * π * s / L * b = g a - 4 * π * s / L * a := by
    intro a ha b hb hab
    exact eq_of_field_zero (f := fun y => g y - 4 * π * s / L * y) hab
      (fun y hy => (hG y ⟨ha.1.trans_le hy.1,
        hy.2.trans_lt hb.2⟩).continuousAt.continuousWithinAt)
      (fun y hy => hG y ⟨ha.1.trans hy.1, hy.2.trans hb.2⟩)
  obtain ⟨c, hc⟩ : ∃ c, ∀ y ∈ Ioo 0 L, g y = 4 * π * s / L * y + c := by
    have hm : L / 2 ∈ Ioo 0 L := ⟨by linarith, by linarith⟩
    refine ⟨g (L / 2) - 4 * π * s / L * (L / 2), fun y hy => ?_⟩
    rcases lt_trichotomy y (L / 2) with hlt | heq | hgt
    · linarith [hconst y hy _ hm hlt]
    · rw [heq]; ring
    · linarith [hconst _ hm y hy hgt]
  -- second integration: the potential is a parabola
  have hF : ∀ y ∈ Ioo 0 L,
      HasDerivAt (fun y => φ y - (2 * π * s / L * y ^ 2 + c * y)) 0 y := by
    intro y hy
    have hsq : HasDerivAt (fun t : ℝ => t ^ 2) (2 * y) y := by
      simpa using hasDerivAt_pow 2 y
    have h1 := (hg y hy).1.fun_sub
      ((hsq.const_mul (2 * π * s / L)).fun_add ((hasDerivAt_id' y).const_mul c))
    exact h1.congr_deriv (by rw [hc y hy]; ring)
  have hpar : ∀ y ∈ Icc 0 L, φ y - (2 * π * s / L * y ^ 2 + c * y) = φ 0 := by
    intro y hy
    rcases hy.1.eq_or_lt with h0 | h0
    · rw [← h0]; ring
    · have h1 := eq_of_field_zero (f := fun y => φ y - (2 * π * s / L * y ^ 2 + c * y)) h0
        ((h.continuousOn.mono (Icc_subset_Icc_right hy.2)).sub
          (Continuous.continuousOn (by fun_prop)))
        (fun t ht => hF t ⟨ht.1, ht.2.trans_le hy.2⟩)
      have h2 : φ y - (2 * π * s / L * y ^ 2 + c * y)
          = φ 0 - (2 * π * s / L * 0 ^ 2 + c * 0) := h1
      rw [h2]; ring
  -- equal end values fix the linear term
  have hcv : c = -(2 * π * s) := by
    have h1 := hpar L ⟨hL.le, le_rfl⟩
    have h2 : 2 * π * s / L * L ^ 2 = 2 * π * s * L := by
      rw [div_mul_eq_mul_div, div_eq_iff hL.ne']; ring
    rw [h2, h.ends] at h1
    apply mul_right_cancel₀ hL.ne'
    linarith
  have h3 := hpar x hx
  rw [hcv] at h3
  linear_combination h3
```

Every cell potential satisfies $\varphi(x)=\varphi(0)+2\pi s(x^2/L-x)$ on $[0,L]$.

For the first integration, $g(y)-4\pi sy/L$ has zero derivative inside the cell. By the previous lemma it takes the same value at any two interior points (`hconst`). Calling that value $c$, and reading it off at $L/2$, we have $g(y)=4\pi sy/L+c$.

For the second, $\varphi(y)-(2\pi sy^2/L+cy)$ also has zero derivative inside (`hF`). Since $\varphi$ is continuous up to the ends, the lemma applies on $[0,y]$ and gives (`hpar`)

$$\varphi(y)=\varphi(0)+\frac{2\pi s}{L}y^2+cy .$$

At $y=L$ the equal end values require $0=2\pi sL+cL$, so $c=-2\pi s$ (`hcv`). Substituting this gives the formula.

```lean
/-- For `L > 0` the potential at the sheet exceeds that midway between sheets by `πsL/2`,
whatever the zero of potential. -/
theorem sheet_sub_midway {s L : ℝ} {φ : ℝ → ℝ} (hL : 0 < L) (h : IsCellPotential s L φ) :
    φ 0 - φ (L / 2) = π * s * L / 2 := by
  have h1 := eq_up_to_constant hL h (x := L / 2) ⟨by linarith, by linarith⟩
  have h2 : (L / 2) ^ 2 / L = L / 4 := by rw [div_eq_iff hL.ne']; ring
  rw [h1, h2]; ring
```

At $x=L/2$ the bracket is $L/4-L/2=-L/4$, so $\varphi(0)-\varphi(L/2)=\pi sL/2$. There is no hypothesis on the mean: this difference is the same for every choice of the zero of potential.

## The parabola solves the problem

```lean
/-- For `L > 0` the parabola `sheetPotential` is a cell potential of the sheet. -/
theorem sheetPotential_isCellPotential (s : ℝ) {L : ℝ} (hL : 0 < L) :
    IsCellPotential s L (sheetPotential s L) := by
  refine ⟨Continuous.continuousOn (by unfold sheetPotential; fun_prop), ?_,
    fun x => 2 * π * s * (2 * x / L - 1), fun x _ => ⟨?_, ?_⟩⟩
  · have h : L ^ 2 / L = L := by rw [div_eq_iff hL.ne']; ring
    unfold sheetPotential
    rw [h]; ring
  · have hsq : HasDerivAt (fun t : ℝ => t ^ 2) (2 * x) x := by
      simpa using hasDerivAt_pow 2 x
    exact (((hsq.div_const L).fun_sub (hasDerivAt_id' x)).add_const (L / 6)).const_mul
      (2 * π * s)
  · have h := ((((hasDerivAt_id' x).const_mul 2).div_const L).sub_const 1).const_mul
      (2 * π * s)
    exact h.congr_deriv (by ring)
```

Write $P$ for `sheetPotential s L`. Then $P(0)=P(L)=\pi sL/3$, and

$$P'(x)=2\pi s\left(\frac{2x}{L}-1\right),\qquad P''(x)=\frac{4\pi s}{L}.$$

The proof supplies this $P'$ as the `g` required by the structure and checks both derivatives.

```lean
/-- For `L > 0` the parabola `sheetPotential` averages to zero over the cell. -/
theorem integral_sheetPotential (s : ℝ) {L : ℝ} (hL : 0 < L) :
    ∫ x in (0 : ℝ)..L, sheetPotential s L x = 0 := by
  have hd : ∀ x ∈ uIcc 0 L, HasDerivAt
      (fun x => 2 * π * s * (x ^ 3 / 3 / L - x ^ 2 / 2 + L / 6 * x))
      (sheetPotential s L x) x := by
    intro x _
    have h2 : HasDerivAt (fun t : ℝ => t ^ 2) (2 * x) x := by
      simpa using hasDerivAt_pow 2 x
    have h3 : HasDerivAt (fun t : ℝ => t ^ 3) (3 * x ^ 2) x := by
      simpa using hasDerivAt_pow 3 x
    have h := ((((h3.div_const 3).div_const L).fun_sub (h2.div_const 2)).fun_add
      ((hasDerivAt_id' x).const_mul (L / 6))).const_mul (2 * π * s)
    exact h.congr_deriv (by unfold sheetPotential; ring)
  have hi : Continuous (sheetPotential s L) := by unfold sheetPotential; fun_prop
  rw [intervalIntegral.integral_eq_sub_of_hasDerivAt hd (hi.intervalIntegrable 0 L)]
  have h : L ^ 3 / 3 / L = L ^ 2 / 3 := by rw [div_eq_iff hL.ne']; ring
  rw [h]; ring
```

An antiderivative of $P$ is $2\pi s\left(x^3/(3L)-x^2/2+Lx/6\right)$. It vanishes at $0$, and at $L$ it equals $2\pi sL^2(1/3-1/2+1/6)=0$. The proof verifies the antiderivative (`hd`) and then applies the fundamental theorem of calculus.

## Zero mean fixes the constant

```lean
/-- For `L > 0`, a function is a cell potential of the sheet with zero mean exactly when it
equals `2πs(x²/L - x + L/6)` throughout the cell. -/
theorem cellPotential_iff {s L : ℝ} (hL : 0 < L) (φ : ℝ → ℝ) :
    (IsCellPotential s L φ ∧ ∫ x in (0 : ℝ)..L, φ x = 0) ↔
      EqOn φ (sheetPotential s L) (Icc 0 L) := by
  have hP := sheetPotential_isCellPotential s hL
  constructor
  · rintro ⟨h, h0⟩
    have hk : ∀ x ∈ Icc 0 L, φ x = sheetPotential s L x + (φ 0 - π * s * L / 3) := by
      intro x hx
      rw [eq_up_to_constant hL h hx]
      unfold sheetPotential
      ring
    -- the mean determines the remaining constant
    have hi : Continuous (sheetPotential s L) := by unfold sheetPotential; fun_prop
    have h1 : ∫ x in (0 : ℝ)..L, φ x
        = ∫ x in (0 : ℝ)..L, (sheetPotential s L x + (φ 0 - π * s * L / 3)) :=
      intervalIntegral.integral_congr (fun x hx => hk x (by rwa [uIcc_of_le hL.le] at hx))
    rw [h0, intervalIntegral.integral_add (hi.intervalIntegrable 0 L)
      (continuous_const.intervalIntegrable 0 L), integral_sheetPotential s hL,
      intervalIntegral.integral_const, smul_eq_mul, sub_zero, zero_add] at h1
    have h2 := (mul_eq_zero.1 h1.symm).resolve_left hL.ne'
    intro x hx
    rw [hk x hx, h2, add_zero]
  · intro h
    obtain ⟨g, hg⟩ := hP.poisson
    refine ⟨⟨hP.continuousOn.congr h, ?_, g, fun x hx => ⟨?_, (hg x hx).2⟩⟩, ?_⟩
    · rw [h ⟨le_rfl, hL.le⟩, h ⟨hL.le, le_rfl⟩, hP.ends]
    · apply (hg x hx).1.congr_of_eventuallyEq
      filter_upwards [isOpen_Ioo.mem_nhds hx] with y hy
      exact h (Ioo_subset_Icc_self hy)
    · have h1 : ∫ x in (0 : ℝ)..L, φ x = ∫ x in (0 : ℝ)..L, sheetPotential s L x :=
        intervalIntegral.integral_congr
          (fun x hx => h (by rwa [uIcc_of_le hL.le] at hx))
      rw [h1, integral_sheetPotential s hL]
```

The statement is an equivalence: `φ` is a cell potential with zero integral exactly when it equals $P$ at every point of $[0,L]$, which is what `EqOn` says. Values of `φ` outside the cell play no role.

From left to right, the integrated formula reads $\varphi(x)=P(x)+k$ with $k=\varphi(0)-\pi sL/3$ (`hk`). Integrating over the cell gives $0=0+Lk$, so $k=0$.

From right to left, a function equal to $P$ on the cell inherits its continuity, end values and integral. It also inherits the derivative at each interior point, because the two functions agree in a neighbourhood of that point.

```lean
/-- For `L > 0` the zero-mean cell potential is `πsL/3` at the sheet and `-πsL/6` midway
between sheets. -/
theorem sheet_and_midway_values {s L : ℝ} {φ : ℝ → ℝ} (hL : 0 < L)
    (h : IsCellPotential s L φ) (h0 : ∫ x in (0 : ℝ)..L, φ x = 0) :
    φ 0 = π * s * L / 3 ∧ φ (L / 2) = -(π * s * L / 6) := by
  have h1 : φ 0 = π * s * L / 3 := by
    rw [(cellPotential_iff hL φ).1 ⟨h, h0⟩ ⟨le_rfl, hL.le⟩]
    unfold sheetPotential
    ring
  exact ⟨h1, by linarith [sheet_sub_midway hL h]⟩
```

The value at the sheet is $P(0)=\pi sL/3$. Subtracting the drop $\pi sL/2$ gives $-\pi sL/6$ midway.

## Growing the vacuum

```lean
/-- At a fixed distance `z ≥ 0` from the sheet, the zero-mean cell potential less `πsL/3` tends
to the isolated-sheet potential `-2πsz` as the cell length `L` grows. -/
theorem tendsto_isolated_sheet {s z : ℝ} (hz : 0 ≤ z) {φ : ℝ → ℝ → ℝ}
    (h : ∀ L > 0, IsCellPotential s L (φ L) ∧ ∫ x in (0 : ℝ)..L, φ L x = 0) :
    Tendsto (fun L => φ L z - π * s * L / 3) atTop (𝓝 (-(2 * π * s * z))) := by
  have h1 : Tendsto (fun L : ℝ => z ^ 2 / L) atTop (𝓝 0) :=
    tendsto_id.const_div_atTop (z ^ 2)
  have h2 : Tendsto (fun L : ℝ => 2 * π * s * (z ^ 2 / L - z)) atTop
      (𝓝 (2 * π * s * (0 - z))) := (h1.sub_const z).const_mul (2 * π * s)
  have h3 : 2 * π * s * (0 - z) = -(2 * π * s * z) := by ring
  rw [h3] at h2
  refine h2.congr' ?_
  filter_upwards [eventually_gt_atTop 0, eventually_ge_atTop z] with L hL hzL
  rw [(cellPotential_iff hL (φ L)).1 (h L hL) ⟨hz, hzL⟩]
  unfold sheetPotential
  ring
```

Here `φ` is a family: `φ L` is the zero-mean potential for cell length $L$, while $s$ and $z$ stay fixed. `Tendsto … atTop (𝓝 …)` is the ordinary limit $L\to\infty$. Once $L\ge z$, the point $z$ lies in the cell and

$$\varphi_L(z)-\frac{\pi sL}{3}=2\pi s\left(\frac{z^2}{L}-z\right)\longrightarrow-2\pi sz .$$

The limit is the potential of an isolated sheet, measured from its value at the sheet. The proof first finds the limit of the right-hand side, then uses the equivalence to replace it by the left-hand side for all large $L$.

```lean
/-- For `s > 0`, the potential energy `-φ` of an electron at a fixed distance `z ≥ 0` from the
sheet, in the zero-mean cell potential, tends to `-∞` as the cell length `L` grows. -/
theorem electron_energy_diverges {s z : ℝ} (hs : 0 < s) (hz : 0 ≤ z) {φ : ℝ → ℝ → ℝ}
    (h : ∀ L > 0, IsCellPotential s L (φ L) ∧ ∫ x in (0 : ℝ)..L, φ L x = 0) :
    Tendsto (fun L => -φ L z) atTop atBot := by
  have hpos : 0 < π * s / 3 := by positivity
  have h1 : Tendsto (fun L : ℝ => π * s / 3 * L) atTop atTop :=
    tendsto_id.const_mul_atTop hpos
  have h2 := (tendsto_isolated_sheet hz h).add_atTop h1
  have h3 : Tendsto (fun L => φ L z) atTop atTop :=
    h2.congr (fun L => by ring)
  exact tendsto_neg_atTop_atBot.comp h3

end

end ChargedSheetPotential
```

For $s>0$ the term $\pi sL/3$ tends to $+\infty$. Adding it to the convergent difference above gives $\varphi_L(z)\to+\infty$, and hence $-\varphi_L(z)\to-\infty$.

The theorem concerns the potential energy at a point, not the eigenvalues of a Hamiltonian. The distance $z$ is also held fixed, and the conclusion can fail if it grows with $L$: midway between sheets the energy is $+\pi sL/6$ and rises instead.

```lean
#print axioms ChargedSheetPotential.sheet_and_midway_values
#print axioms ChargedSheetPotential.tendsto_isolated_sheet
#print axioms ChargedSheetPotential.electron_energy_diverges
```

```
'ChargedSheetPotential.sheet_and_midway_values' depends on axioms: [propext, Classical.choice, Quot.sound]
'ChargedSheetPotential.tendsto_isolated_sheet' depends on axioms: [propext, Classical.choice, Quot.sound]
'ChargedSheetPotential.electron_energy_diverges' depends on axioms: [propext, Classical.choice, Quot.sound]
```
